# Perfect screening for the infinite Ginibre kernel: the correlation hole integrates to the density

## Question

When I integrate a sampled pair-correlation hole for non-interacting, spin-polarised fermions filling the lowest Landau level, I have to choose a cutoff radius and know how much of the hole lies beyond it. In the bulk, with lengths in units of $\sqrt2$ magnetic lengths, I take the kernel to be

$$K(z,w)=\frac1\pi\,e^{z\bar w-|z|^2/2-|w|^2/2}.$$

The hole should then be a Gaussian whose integral over the plane equals the density $1/\pi$, so that, divided by the density, it amounts to exactly one missing particle. Can this be derived rigorously and checked by machine, including the part within a finite radius?

## Answer

Yes, with one step left to the text: the change to polar coordinates behind the finite-radius result is not in the Lean file. Define the $n$-point function $\rho_n$ as the determinant of the matrix $K(z_i,z_j)$.

### From the exponents to the hole

On the diagonal the exponent is $z\bar z-|z|^2=0$, so the density is $\rho_1(z)=K(z,z)=1/\pi$. For two points, the exponents of $K(z,w)$ and $K(w,z)$ add up to

$$z\bar w+w\bar z-|z|^2-|w|^2=-|z-w|^2.$$

The exchange term is therefore $K(z,w)K(w,z)=e^{-|z-w|^2}/\pi^2$, and the $2\times2$ determinant gives

$$\rho_2(z,w)=\frac{1-e^{-|z-w|^2}}{\pi^2}.$$

The hole is $\rho_1(z)\rho_1(w)-\rho_2(z,w)=e^{-|z-w|^2}/\pi^2$. Shifting the origin to $z$ and using the planar Gaussian integral,

$$\int_{\mathbb C}\frac{e^{-|z-w|^2}}{\pi^2}\,d^2w=\frac{\pi}{\pi^2}=\frac1\pi=K(z,z).$$

In polar coordinates around $z$, the weight is $2\pi r e^{-r^2}/\pi^2$, with antiderivative $-e^{-r^2}/\pi$. Hence

$$\int_0^R\frac{2\pi r\,e^{-r^2}}{\pi^2}\,dr=\frac{1-e^{-R^2}}{\pi}\;\longrightarrow\;\frac1\pi\qquad(R\to\infty).$$

A cutoff at $R$ misses the fraction $e^{-R^2}$ of the hole.

Two properties hold for every $n$. If two particles coincide, two rows of the matrix are equal and $\rho_n=0$. If all points move by $a$, the exponent of $K(z,w)$ gains

$$z\bar a+a\bar w-\operatorname{Re}(z\bar a)-\operatorname{Re}(w\bar a)=i\operatorname{Im}(z\bar a)-i\operatorname{Im}(w\bar a).$$

Each row thus gains a phase and the matching column its inverse, so the determinant is unchanged.

### The Lean file

```lean
import Mathlib

open MeasureTheory Filter Topology
open scoped Real ComplexConjugate

namespace GinibreScreening

noncomputable section

/-- The kernel of the infinite Ginibre ensemble on the complex plane. -/
def kernel (z w : ℂ) : ℂ :=
  Complex.exp (z * conj w - (‖z‖ : ℂ) ^ 2 / 2 - (‖w‖ : ℂ) ^ 2 / 2) / (π : ℂ)

/-- The `n`-point correlation function: the determinant of the kernel taken between
all pairs of the `n` positions. -/
def correlation {n : ℕ} (z : Fin n → ℂ) : ℂ :=
  Matrix.det (Matrix.of fun i j => kernel (z i) (z j))

/-- The particle density is uniform and equals `1/π`. -/
theorem kernel_self (z : ℂ) : kernel z z = 1 / (π : ℂ) := by
  have h : z * conj z - (‖z‖ : ℂ) ^ 2 / 2 - (‖z‖ : ℂ) ^ 2 / 2 = 0 := by
    rw [Complex.mul_conj']
    ring
  rw [kernel, h, Complex.exp_zero]

/-- The exchange term of two particles is a Gaussian in their distance. -/
theorem kernel_mul_kernel_swap (z w : ℂ) :
    kernel z w * kernel w z = ((Real.exp (-‖z - w‖ ^ 2) / π ^ 2 : ℝ) : ℂ) := by
  have hn : ∀ u : ℂ, (‖u‖ : ℂ) ^ 2 = u * conj u := fun u => (Complex.mul_conj' u).symm
  -- the two exponents add up to minus the squared distance
  have h : (z * conj w - (‖z‖ : ℂ) ^ 2 / 2 - (‖w‖ : ℂ) ^ 2 / 2)
      + (w * conj z - (‖w‖ : ℂ) ^ 2 / 2 - (‖z‖ : ℂ) ^ 2 / 2) = -(‖z - w‖ : ℂ) ^ 2 := by
    rw [hn z, hn w, hn (z - w), map_sub]
    ring
  rw [kernel, kernel, div_mul_div_comm, ← Complex.exp_add, h]
  push_cast
  rw [pow_two (π : ℂ)]

/-- The two-point correlation function is `(1 - exp(-|z-w|²))/π²`. -/
theorem two_point_correlation (z w : ℂ) :
    correlation ![z, w] = (((1 - Real.exp (-‖z - w‖ ^ 2)) / π ^ 2 : ℝ) : ℂ) := by
  rw [correlation, Matrix.det_fin_two]
  change kernel z z * kernel w w - kernel z w * kernel w z = _
  rw [kernel_mul_kernel_swap, kernel_self, kernel_self]
  push_cast
  ring

/-- The `n`-point correlation function vanishes when two of the particles coincide. -/
theorem correlation_eq_zero_of_coincide {n : ℕ} (z : Fin n → ℂ) {i j : Fin n}
    (hij : i ≠ j) (h : z i = z j) : correlation z = 0 := by
  refine Matrix.det_zero_of_row_eq hij ?_
  funext k
  change kernel (z i) (z k) = kernel (z j) (z k)
  rw [h]

/-- Translating both points by `a` changes the kernel only by a phase at each point. -/
theorem kernel_translate (a z w : ℂ) :
    kernel (z + a) (w + a) = Complex.exp (Complex.I * ((z * conj a).im : ℂ)) * kernel z w
      * Complex.exp (-(Complex.I * ((w * conj a).im : ℂ))) := by
  have hn : ∀ u : ℂ, (‖u‖ : ℂ) ^ 2 = u * conj u := fun u => (Complex.mul_conj' u).symm
  have hI : ∀ u : ℂ, Complex.I * (u.im : ℂ) = (u - conj u) / 2 := by
    intro u
    rw [Complex.sub_conj]
    push_cast
    ring
  rw [hI, hI, kernel, kernel, ← mul_div_assoc, ← Complex.exp_add, div_mul_eq_mul_div,
    ← Complex.exp_add]
  congr 2
  simp only [hn, map_add, map_mul, Complex.conj_conj]
  ring

/-- Every `n`-point correlation function is invariant under translations of the plane. -/
theorem correlation_translate {n : ℕ} (z : Fin n → ℂ) (a : ℂ) :
    correlation (fun i => z i + a) = correlation z := by
  let θ : Fin n → ℂ := fun i => Complex.I * ((z i * conj a).im : ℂ)
  -- the phases act as diagonal matrices on the two sides
  have hM : (Matrix.of fun i j => kernel (z i + a) (z j + a))
      = Matrix.diagonal (fun i => Complex.exp (θ i))
        * (Matrix.of fun i j => kernel (z i) (z j))
        * Matrix.diagonal (fun i => Complex.exp (-θ i)) := by
    ext i j
    rw [Matrix.mul_diagonal, Matrix.diagonal_mul]
    exact kernel_translate a (z i) (z j)
  -- and their determinants cancel
  have hp : (∏ i, Complex.exp (θ i)) * (∏ i, Complex.exp (-θ i)) = 1 := by
    rw [← Finset.prod_mul_distrib]
    refine Finset.prod_eq_one fun i _ => ?_
    rw [← Complex.exp_add, add_neg_cancel, Complex.exp_zero]
  rw [correlation, correlation, hM, Matrix.det_mul, Matrix.det_mul, Matrix.det_diagonal,
    Matrix.det_diagonal]
  linear_combination (Matrix.det (Matrix.of fun i j => kernel (z i) (z j))) * hp

/-- Perfect screening: the correlation hole around a particle at `z`, integrated over the
whole plane, equals the density at `z`. -/
theorem perfect_screening (z : ℂ) :
    ∫ w : ℂ, (kernel z z * kernel w w - correlation ![z, w]) = kernel z z := by
  -- the hole is the Gaussian exchange term
  have h : ∀ w : ℂ, kernel z z * kernel w w - correlation ![z, w]
      = ((Real.exp (-‖z - w‖ ^ 2) / π ^ 2 : ℝ) : ℂ) := by
    intro w
    rw [two_point_correlation, kernel_self, kernel_self]
    push_cast
    ring
  -- the Gaussian integral over the plane, after a shift of the origin
  have hg : ∫ w : ℂ, Real.exp (-‖z - w‖ ^ 2) = π := by
    rw [integral_sub_left_eq_self (fun v : ℂ => Real.exp (-‖v‖ ^ 2)) volume z]
    have h1 := GaussianFourier.integral_rexp_neg_mul_sq_norm (V := ℂ) (b := 1) one_pos
    simpa [Complex.finrank_real_complex] using h1
  simp_rw [h]
  rw [integral_complex_ofReal, integral_div, hg, kernel_self]
  have hpi : (π : ℂ) ≠ 0 := by exact_mod_cast Real.pi_ne_zero
  push_cast
  field_simp

/-- An antiderivative of the radial weight of the correlation hole. -/
theorem hasDerivAt_hole (r : ℝ) :
    HasDerivAt (fun r : ℝ => -Real.exp (-r ^ 2) / π)
      (2 * π * r * Real.exp (-r ^ 2) / π ^ 2) r := by
  have h := (((hasDerivAt_pow 2 r).fun_neg.exp).fun_neg).div_const π
  refine h.congr_deriv ?_
  have hpi := Real.pi_ne_zero
  field_simp
  norm_num
  ring

/-- The radial weight `2πr exp(-r²)/π²` of the correlation hole, integrated from `0` to `R`, is `(1
- exp(-R²))/π`. -/
theorem hole_within_radius (R : ℝ) :
    ∫ r in (0 : ℝ)..R, 2 * π * r * Real.exp (-r ^ 2) / π ^ 2
      = (1 - Real.exp (-R ^ 2)) / π := by
  have hc : Continuous fun r : ℝ => 2 * π * r * Real.exp (-r ^ 2) / π ^ 2 := by fun_prop
  rw [intervalIntegral.integral_eq_sub_of_hasDerivAt (fun r _ => hasDerivAt_hole r)
    (hc.intervalIntegrable 0 R)]
  have h0 : Real.exp (-(0 : ℝ) ^ 2) = 1 := by norm_num
  rw [h0]
  ring

/-- Perfect screening in radial form: the radial integral of the correlation hole over all
distances equals the density. -/
theorem radial_screening (z : ℂ) :
    ((∫ r in Set.Ioi (0 : ℝ), 2 * π * r * Real.exp (-r ^ 2) / π ^ 2 : ℝ) : ℂ)
      = kernel z z := by
  have ht : Tendsto (fun r : ℝ => -Real.exp (-r ^ 2) / π) atTop (𝓝 0) := by
    have h1 : Tendsto (fun r : ℝ => Real.exp (-r ^ 2)) atTop (𝓝 0) :=
      Real.tendsto_exp_atBot.comp
        (tendsto_neg_atTop_atBot.comp (tendsto_pow_atTop two_ne_zero))
    simpa using h1.neg.div_const π
  have hpos : ∀ r ∈ Set.Ioi (0 : ℝ), 0 ≤ 2 * π * r * Real.exp (-r ^ 2) / π ^ 2 := by
    intro r hr
    have hr' : 0 < r := hr
    positivity
  rw [integral_Ioi_of_hasDerivAt_of_nonneg' (fun r _ => hasDerivAt_hole r) hpos ht,
    kernel_self]
  have h0 : Real.exp (-(0 : ℝ) ^ 2) = 1 := by norm_num
  rw [h0]
  push_cast
  ring

end

end GinibreScreening
```

```lean
#print axioms GinibreScreening.correlation_translate
#print axioms GinibreScreening.perfect_screening
#print axioms GinibreScreening.hole_within_radius
#print axioms GinibreScreening.radial_screening
```

```
'GinibreScreening.correlation_translate' depends on axioms: [propext, Classical.choice, Quot.sound]
'GinibreScreening.perfect_screening' depends on axioms: [propext, Classical.choice, Quot.sound]
'GinibreScreening.hole_within_radius' depends on axioms: [propext, Classical.choice, Quot.sound]
'GinibreScreening.radial_screening' depends on axioms: [propext, Classical.choice, Quot.sound]
```

### What the theorems say

`kernel` is $K$ as a complex function of two complex numbers, and `conj` is complex conjugation. `correlation` takes a list of $n$ positions, `z : Fin n → ℂ`, and returns the determinant; `![z, w]` is the list of two. The density is `kernel z z`. Real results such as the two-point function appear as real numbers embedded in $\mathbb C$.

`perfect_screening` integrates the actual difference $\rho_1\rho_1-\rho_2$ over $w$ with Lebesgue measure on the plane, for any fixed $z$. `hole_within_radius` and `radial_screening` concern the radial integral with its integrand written out. The change to polar coordinates that links them to the planar integral is the textbook step above, not a theorem in the file.

The determinantal form is taken as the definition of the correlations. The file neither constructs the point process nor obtains the kernel as a limit of finite random matrices or finite droplets, so edges are absent. The screening is that of this one free-fermion kernel, not the sum rule for a Coulomb plasma at general coupling.

### How the proof follows the calculation

`kernel_self` replaces $z\bar z$ by $|z|^2$, and `kernel_mul_kernel_swap` replaces each $|u|^2$ by $u\bar u$; in both, `ring` then confirms the exponent identity. `two_point_correlation` expands the determinant with `Matrix.det_fin_two` and inserts them. `correlation_eq_zero_of_coincide` is the equal-rows argument.

`kernel_translate` establishes the phases by writing $i\operatorname{Im}u=(u-\bar u)/2$. `correlation_translate` then factors the shifted matrix as diagonal × original × diagonal; the determinants of the two diagonal matrices multiply to one.

In `perfect_screening`, `h` identifies the hole with the Gaussian, and `hg` shifts the origin and applies Mathlib's Gaussian integral in real dimension two. For the radial form, `hasDerivAt_hole` verifies the antiderivative. The fundamental theorem of calculus gives the finite-$R$ value, and `radial_screening` uses its half-line version, in a form that assumes a non-negative integrand (`hpos`) and an antiderivative with a limit at infinity, here zero (`ht`).
